# The von Mises stress lies between √3/2 and 1 times the Tresca stress

## Principal stresses and equivalent stresses

The stress at a point is a real symmetric 3×3 matrix σ, tension counted positive. It is written σ = R D Rᵀ, where D = diag(s1, s2, s3) holds the principal stresses, ordered s1 ≥ s2 ≥ s3, and R holds the principal axes as columns, with RᵀR = 1. The Tresca stress T (twice the largest shear stress), the von Mises stress q and the deviator are

    T = s1 − s3
    q = √( [(s1 − s2)² + (s2 − s3)² + (s1 − s3)²] / 2 )
    dev σ = σ − (tr σ / 3)·1

For ordered principal stresses,

    (√3/2) T ≤ q ≤ T,

with equality below exactly when 2 s2 = s1 + s3, and above exactly when s2 = s1 or s2 = s3. The first case is pure shear plus a hydrostatic stress, the second uniaxial stress plus a hydrostatic stress. A symmetric stress tensor from an electronic-structure or molecular-dynamics run can be reduced to either scalar, and T exceeds q by at most the factor 2/√3 ≈ 1.155; both scalars are isotropic and ignore the orientation of the crystal.

## Two forms of q²

Put a = s1 − s2 and b = s2 − s3, so that T = a + b and a − b = s1 + s3 − 2 s2. Then q² = [a² + b² + (a + b)²]/2 = a² + ab + b², which can be regrouped in two ways:

    q² = (3/4)(a + b)² + (a − b)²/4 = (3/4) T² + (s1 + s3 − 2 s2)²/4
    q² = (a + b)² − ab = T² − (s1 − s2)(s2 − s3)

The first gives q² ≥ (3/4)T², with equality iff a = b. In the second the ordering gives ab ≥ 0, so q² ≤ T², with equality iff a = 0 or b = 0. As q ≥ 0 and T ≥ 0, relations between squares pass to q and T.

## The frame-independent formula

With the mean stress m = tr σ/3,

    tr(dev σ · dev σ) = tr σ² − 2m tr σ + 3m² = tr σ² − (tr σ)²/3.

Cyclicity gives tr σ = tr(RᵀR D) = s1 + s2 + s3, and σ² = R D² Rᵀ gives tr σ² = s1² + s2² + s3². Therefore

    (3/2) tr(dev σ · dev σ) = s1² + s2² + s3² − s1 s2 − s2 s3 − s1 s3 = q².

## Counter-examples without ordering or orthogonality

These three cases are arithmetic for the reader and are not among the theorems below. In them T denotes the bare difference s1 − s3, which is then no longer the Tresca stress of the state; what fails is the formula without its hypothesis, not the physical bound. For (s1, s2, s3) = (1, 2, 0), T = 1 and q = √3, so the upper bound fails. For (0, 1, 2), 2 s2 = s1 + s3 holds, yet (√3/2)T = −√3 differs from q = √3. For R = 2·1 and (1, 0, 0), σ = diag(4, 0, 0) has von Mises stress 4 while T = 1.

## The definitions in Lean

```lean
import Mathlib

open Matrix

namespace VonMisesTresca

noncomputable section
```

Principal stresses are real numbers in a common unit. The definitions impose no ordering: `tresca` is the Tresca stress only when its arguments are the largest and smallest principal stresses, which the full ordering s1 ≥ s2 ≥ s3 secures. `vonMises_sq` and `lower_bound` assume less, and there `tresca s1 s3` is just the difference s1 − s3.

```lean
/-- The von Mises equivalent stress in terms of three principal stresses. -/
def vonMises (s1 s2 s3 : ℝ) : ℝ :=
  Real.sqrt (((s1 - s2) ^ 2 + (s2 - s3) ^ 2 + (s1 - s3) ^ 2) / 2)

/-- The Tresca equivalent stress: the difference `s1 - s3` of the outer principal stresses. -/
def tresca (s1 s3 : ℝ) : ℝ := s1 - s3
```

Tensors are matrices indexed by `Fin 3`, so the axes are numbered 0, 1, 2. For symmetric σ, `trace (dev σ * dev σ)` is the sum of the squared deviator components.

```lean
/-- The deviatoric part of a stress tensor: the tensor minus its mean normal stress
times the identity. -/
def dev (σ : Matrix (Fin 3) (Fin 3) ℝ) : Matrix (Fin 3) (Fin 3) ℝ :=
  σ - (trace σ / 3) • (1 : Matrix (Fin 3) (Fin 3) ℝ)

/-- The von Mises stress of a stress tensor, `sqrt ((3/2) tr (dev σ · dev σ))`. -/
def vonMisesTensor (σ : Matrix (Fin 3) (Fin 3) ℝ) : ℝ :=
  Real.sqrt (3 / 2 * trace (dev σ * dev σ))
```

A stress enters through `stress R s1 s2 s3`. That every symmetric σ has this form is the spectral theorem, which is taken as the parametrisation and not derived. The matrix `rot` serves as an example at the end.

```lean
/-- The stress tensor `R diag(s1, s2, s3) Rᵀ` with principal stresses `s1, s2, s3` and principal
axes given by the columns of `R` when `R` is orthogonal. -/
def stress (R : Matrix (Fin 3) (Fin 3) ℝ) (s1 s2 s3 : ℝ) : Matrix (Fin 3) (Fin 3) ℝ :=
  R * diagonal ![s1, s2, s3] * Rᵀ

/-- A rotation about the third axis with cosine `3/5` and sine `4/5`. -/
def rot : Matrix (Fin 3) (Fin 3) ℝ := !![3 / 5, -4 / 5, 0; 4 / 5, 3 / 5, 0; 0, 0, 1]
```

## The bounds in principal stresses

`vonMises_sq` states both forms of q² for arbitrary reals. `Real.sq_sqrt` removes the root and `ring` does the regrouping.

```lean
/-- The squared von Mises stress equals `(3/4) T² + (s1 + s3 - 2 s2)²/4` and also `T² - (s1 - s2)(s2
- s3)`, where `T = s1 - s3`; no ordering is assumed. -/
theorem vonMises_sq (s1 s2 s3 : ℝ) :
    vonMises s1 s2 s3 ^ 2 = 3 / 4 * tresca s1 s3 ^ 2 + (s1 + s3 - 2 * s2) ^ 2 / 4 ∧
    vonMises s1 s2 s3 ^ 2 = tresca s1 s3 ^ 2 - (s1 - s2) * (s2 - s3) := by
  have h : vonMises s1 s2 s3 ^ 2
      = ((s1 - s2) ^ 2 + (s2 - s3) ^ 2 + (s1 - s3) ^ 2) / 2 := by
    unfold vonMises
    exact Real.sq_sqrt (by positivity)
  rw [h]
  unfold tresca
  constructor <;> ring
```

`lower_bound` needs only `s3 ≤ s1`, which makes T nonnegative. `hL2` squares the left side to (3/4)T², and `sq_le_sq₀` and `sq_eq_sq₀` pass between nonnegative numbers and their squares. Equality then reduces to a vanishing square.

```lean
/-- For `s3 ≤ s1` the von Mises stress is at least `√3/2` times `s1 - s3`, with equality exactly
when `2 s2 = s1 + s3`. -/
theorem lower_bound (s1 s2 s3 : ℝ) (h13 : s3 ≤ s1) :
    Real.sqrt 3 / 2 * tresca s1 s3 ≤ vonMises s1 s2 s3 ∧
    (Real.sqrt 3 / 2 * tresca s1 s3 = vonMises s1 s2 s3 ↔ 2 * s2 = s1 + s3) := by
  have hq : 0 ≤ vonMises s1 s2 s3 := Real.sqrt_nonneg _
  have hT : 0 ≤ tresca s1 s3 := sub_nonneg.2 h13
  have hL : 0 ≤ Real.sqrt 3 / 2 * tresca s1 s3 := by positivity
  have h3 : Real.sqrt 3 ^ 2 = 3 := Real.sq_sqrt (by norm_num)
  have hL2 : (Real.sqrt 3 / 2 * tresca s1 s3) ^ 2 = 3 / 4 * tresca s1 s3 ^ 2 := by
    rw [mul_pow, div_pow, h3]
    ring
  have hsq := (vonMises_sq s1 s2 s3).1
  -- both sides are nonnegative, so it suffices to compare squares
  constructor
  · have hle : (Real.sqrt 3 / 2 * tresca s1 s3) ^ 2 ≤ vonMises s1 s2 s3 ^ 2 := by
      rw [hL2, hsq]
      have := sq_nonneg (s1 + s3 - 2 * s2)
      linarith
    exact (sq_le_sq₀ hL hq).1 hle
  · rw [← sq_eq_sq₀ hL hq, hL2, hsq]
    constructor
    · intro h
      have h0 : (s1 + s3 - 2 * s2) ^ 2 = 0 := by linarith
      have h1 : s1 + s3 - 2 * s2 = 0 := (pow_eq_zero_iff two_ne_zero).1 h0
      linarith
    · intro h
      have h1 : s1 + s3 - 2 * s2 = 0 := by linarith
      rw [h1]
      ring
```

`upper_bound` uses the full ordering: `hp` is ab ≥ 0, and `mul_eq_zero` splits ab = 0 into a = 0 or b = 0.

```lean
/-- For ordered principal stresses the von Mises stress is at most the Tresca stress,
with equality exactly when `s2` coincides with `s1` or with `s3`. -/
theorem upper_bound (s1 s2 s3 : ℝ) (h12 : s2 ≤ s1) (h23 : s3 ≤ s2) :
    vonMises s1 s2 s3 ≤ tresca s1 s3 ∧
    (vonMises s1 s2 s3 = tresca s1 s3 ↔ s2 = s1 ∨ s2 = s3) := by
  have hq : 0 ≤ vonMises s1 s2 s3 := Real.sqrt_nonneg _
  have hT : 0 ≤ tresca s1 s3 := sub_nonneg.2 (h23.trans h12)
  have hsq := (vonMises_sq s1 s2 s3).2
  -- the defect `(s1 - s2)(s2 - s3)` is nonnegative by the ordering
  have hp : 0 ≤ (s1 - s2) * (s2 - s3) :=
    mul_nonneg (sub_nonneg.2 h12) (sub_nonneg.2 h23)
  constructor
  · have hle : vonMises s1 s2 s3 ^ 2 ≤ tresca s1 s3 ^ 2 := by linarith
    exact (sq_le_sq₀ hq hT).1 hle
  · rw [← sq_eq_sq₀ hq hT, hsq]
    constructor
    · intro h
      have h0 : (s1 - s2) * (s2 - s3) = 0 := by linarith
      rcases mul_eq_zero.1 h0 with h1 | h1
      · left
        linarith
      · right
        linarith
    · rintro (h | h)
      · rw [h]
        ring
      · rw [h]
        ring
```

`vonMises_tresca_bounds` joins the two inequalities and the two equivalences under `s2 ≤ s1` and `s3 ≤ s2`. Equal principal stresses are allowed; for a hydrostatic stress T = q = 0 and both equalities hold.

```lean
/-- For `s1 ≥ s2 ≥ s3` the von Mises stress lies between `√3/2` times the Tresca stress and
the Tresca stress; the lower value is attained iff `2 s2 = s1 + s3`, the upper iff
`s2 = s1` or `s2 = s3`. -/
theorem vonMises_tresca_bounds (s1 s2 s3 : ℝ) (h12 : s2 ≤ s1) (h23 : s3 ≤ s2) :
    (Real.sqrt 3 / 2 * tresca s1 s3 ≤ vonMises s1 s2 s3 ∧
      vonMises s1 s2 s3 ≤ tresca s1 s3) ∧
    (Real.sqrt 3 / 2 * tresca s1 s3 = vonMises s1 s2 s3 ↔ 2 * s2 = s1 + s3) ∧
    (vonMises s1 s2 s3 = tresca s1 s3 ↔ s2 = s1 ∨ s2 = s3) :=
  have hl := lower_bound s1 s2 s3 (h23.trans h12)
  have hu := upper_bound s1 s2 s3 h12 h23
  ⟨⟨hl.1, hu.1⟩, hl.2, hu.2⟩
```

## The bounds for a tensor in any frame

`trace_dev_sq` is the expansion of tr(dev σ · dev σ), valid for every real 3×3 matrix.

```lean
/-- The trace of the squared deviator is `tr σ² - (tr σ)²/3`. -/
theorem trace_dev_sq (σ : Matrix (Fin 3) (Fin 3) ℝ) :
    trace (dev σ * dev σ) = trace (σ * σ) - trace σ ^ 2 / 3 := by
  simp only [dev, mul_sub, sub_mul, Matrix.smul_mul, Matrix.mul_smul, Matrix.one_mul,
    Matrix.mul_one, trace_sub, trace_smul, trace_one, Fintype.card_fin, smul_eq_mul]
  push_cast
  ring
```

In `vonMisesTensor_stress` the hypothesis `Rᵀ * R = 1` admits rotations and reflections. `htr` is the cyclicity step, `hsq` gives σ² = R D² Rᵀ, `h1` and `h2` are the traces of D and D², and `ring` matches the two radicands.

```lean
/-- For orthogonal principal axes, the von Mises stress of the tensor
`R diag(s1, s2, s3) Rᵀ` is given by the principal-stress formula. -/
theorem vonMisesTensor_stress (R : Matrix (Fin 3) (Fin 3) ℝ) (hR : Rᵀ * R = 1)
    (s1 s2 s3 : ℝ) : vonMisesTensor (stress R s1 s2 s3) = vonMises s1 s2 s3 := by
  -- the trace is invariant under an orthogonal change of frame
  have htr : ∀ D : Matrix (Fin 3) (Fin 3) ℝ, trace (R * D * Rᵀ) = trace D := by
    intro D
    rw [trace_mul_cycle, hR, Matrix.one_mul]
  have hsq : ∀ D : Matrix (Fin 3) (Fin 3) ℝ,
      R * D * Rᵀ * (R * D * Rᵀ) = R * (D * D) * Rᵀ := by
    intro D
    calc R * D * Rᵀ * (R * D * Rᵀ) = R * D * (Rᵀ * R) * D * Rᵀ := by
          simp only [Matrix.mul_assoc]
      _ = R * (D * D) * Rᵀ := by
          rw [hR]
          simp only [Matrix.mul_one, Matrix.mul_assoc]
  have h1 : trace (diagonal ![s1, s2, s3]) = s1 + s2 + s3 := by
    simp [trace_diagonal, Fin.sum_univ_three]
  have h2 : trace (diagonal ![s1, s2, s3] * diagonal ![s1, s2, s3])
      = s1 * s1 + s2 * s2 + s3 * s3 := by
    rw [diagonal_mul_diagonal]
    simp [trace_diagonal, Fin.sum_univ_three]
  unfold vonMisesTensor vonMises stress
  rw [trace_dev_sq, hsq, htr, htr, h1, h2]
  congr 1
  ring
```

Rewriting with this equality transfers the bounds and both equality conditions to `vonMisesTensor (stress R s1 s2 s3)`.

```lean
/-- The two bounds and their equality cases hold for the von Mises stress of the tensor
`R diag(s1, s2, s3) Rᵀ` with orthogonal `R` and `s1 ≥ s2 ≥ s3`. -/
theorem vonMisesTensor_tresca_bounds (R : Matrix (Fin 3) (Fin 3) ℝ) (hR : Rᵀ * R = 1)
    (s1 s2 s3 : ℝ) (h12 : s2 ≤ s1) (h23 : s3 ≤ s2) :
    (Real.sqrt 3 / 2 * tresca s1 s3 ≤ vonMisesTensor (stress R s1 s2 s3) ∧
      vonMisesTensor (stress R s1 s2 s3) ≤ tresca s1 s3) ∧
    (Real.sqrt 3 / 2 * tresca s1 s3 = vonMisesTensor (stress R s1 s2 s3) ↔
      2 * s2 = s1 + s3) ∧
    (vonMisesTensor (stress R s1 s2 s3) = tresca s1 s3 ↔ s2 = s1 ∨ s2 = s3) := by
  rw [vonMisesTensor_stress R hR]
  exact vonMises_tresca_bounds s1 s2 s3 h12 h23
```

## Comparison of the yield criteria

Let Y be a yield stress common to both criteria; this corresponds to calibration in uniaxial tension, where q = T = s1. `yield_comparison` says that T ≤ Y implies q ≤ Y, from q ≤ T, and that q ≤ Y implies T ≤ (2/√3)Y, from (√3/2)T ≤ q ≤ Y after multiplying out √3 > 0. Y is any real number, and whether a material yields by either criterion is not addressed.

```lean
/-- For a yield stress `Y` and ordered principal stresses: Tresca stress at most `Y` gives
von Mises stress at most `Y`, and von Mises stress at most `Y` gives Tresca stress at most
`(2/√3) Y`. -/
theorem yield_comparison (s1 s2 s3 Y : ℝ) (h12 : s2 ≤ s1) (h23 : s3 ≤ s2) :
    (tresca s1 s3 ≤ Y → vonMises s1 s2 s3 ≤ Y) ∧
    (vonMises s1 s2 s3 ≤ Y → tresca s1 s3 ≤ 2 / Real.sqrt 3 * Y) := by
  obtain ⟨⟨hl, hu⟩, -⟩ := vonMises_tresca_bounds s1 s2 s3 h12 h23
  refine ⟨fun h => hu.trans h, fun h => ?_⟩
  have hs : 0 < Real.sqrt 3 := Real.sqrt_pos.2 (by norm_num)
  rw [div_mul_eq_mul_div, le_div_iff₀ hs]
  have := hl.trans h
  linarith
```

## A stress with a shear component

`rot_witness` shows that `rot` is orthogonal and that principal stresses 3, 1, 0 along its columns give the entry in row 0, column 1 the value (3 − 1)(3/5)(4/5) = 24/25. The tensor theorems thus apply to non-diagonal stresses.

```lean
/-- The rotation `rot` is orthogonal, and the stress with principal values `3, 1, 0` along
its axes has shear component `24/25`. -/
theorem rot_witness : rotᵀ * rot = 1 ∧ stress rot 3 1 0 0 1 = 24 / 25 := by
  constructor
  · ext i j
    rw [Matrix.mul_apply]
    simp only [transpose_apply, Fin.sum_univ_three]
    fin_cases i <;> fin_cases j <;> simp [rot] <;> norm_num
  · unfold stress
    rw [Matrix.mul_apply]
    simp only [Matrix.mul_diagonal, transpose_apply, Fin.sum_univ_three]
    simp [rot]
    norm_num

end

end VonMisesTresca
```

```lean
#print axioms VonMisesTresca.vonMises_tresca_bounds
#print axioms VonMisesTresca.vonMisesTensor_tresca_bounds
#print axioms VonMisesTresca.yield_comparison
```

```
'VonMisesTresca.vonMises_tresca_bounds' depends on axioms: [propext, Classical.choice, Quot.sound]
'VonMisesTresca.vonMisesTensor_tresca_bounds' depends on axioms: [propext, Classical.choice, Quot.sound]
'VonMisesTresca.yield_comparison' depends on axioms: [propext, Classical.choice, Quot.sound]
```
